# Tao's extended phase-space integrator is symplectic on the doubled phase space for every C² Hamiltonian, separable or not

## Two copies of phase space

Let H(q,p) be the Hamiltonian of a system with n degrees of freedom. It is separable if H = T(p) + V(q). Otherwise the force −∂H/∂q depends on the momentum that it is meant to update, and symplectic Euler and leapfrog generally become implicit. Tao's integrator avoids this by carrying a second copy (x,y) of the pair (q,p), with x a position and y a momentum.

A subscript on H names the slot that is differentiated: H_q(q,y) and H_x(x,p) are derivatives in the position slot, H_y(q,y) and H_p(x,p) in the momentum slot. With step size h, the two elementary maps are

A: (q, p, x, y) ↦ (q, p − h H_q(q,y), x + h H_y(q,y), y)

B: (q, p, x, y) ↦ (q + h H_p(x,p), p, x, y − h H_x(x,p)).

A third map C, the coupling, keeps q + x and p + y and rotates the pair (q − x, p − y) clockwise by an angle θ. A full step applies A and B with h/2, then C with θ = 2ωh, then B and A with h/2. The constant ω is the strength of a harmonic coupling energy (ω/2)(|q − x|² + |p − y|²), which ties the copies together. It adds squared positions to squared momenta, so it presupposes suitably scaled units.

For displacements u = (u_q, u_p, u_x, u_y) and v, the two-form dq∧dp + dx∧dy is

Ω(u,v) = u_q·v_p − u_p·v_q + u_x·v_y − u_y·v_x.

## The invariant

If H is twice continuously differentiable on all of ℝ²ⁿ, then A, B, C and the full step each have a Jacobian J at every point, and

Ω(Ju, Jv) = Ω(u, v) for all u, v.

This holds for all real h, ω and θ.

## Where a code relies on it

Non-separable Hamiltonians arise in molecular dynamics with internal coordinates, where the kinetic energy contains a position-dependent mass matrix; for such a system the result gives an explicit symplectic step, provided H is C² everywhere and the two-form is the one on the doubled space.

For A with h ≠ 0, the identity needs H_q and H_y to be derivatives of one function. If a code interpolates the two gradients from separate tables, their mixed derivatives need not agree, and the cancellation below can fail.

## Symmetry of the Hessian removes the change

Map A is the exact motion for time h under the Hamiltonian H(q,y) on the doubled space. Hamilton's equations read

dq/dt = 0, dp/dt = −H_q(q,y), dx/dt = H_y(q,y), dy/dt = 0,

so q and y stay fixed and the right-hand sides are constant.

Differentiating A gives

Ju = (u_q, u_p − h a(u), u_x + h b(u), u_y),

a(u) = H_qq u_q + H_qy u_y,

b(u) = H_yq u_q + H_yy u_y,

with all second derivatives taken at (q,y). Inserting this in the two-form,

Ω(Ju,Jv) = u_q·(v_p − h a(v)) − (u_p − h a(u))·v_q + (u_x + h b(u))·v_y − u_y·(v_x + h b(v))

= Ω(u,v) + h [a(u)·v_q + b(u)·v_y − a(v)·u_q − b(v)·u_y].

The bracket is D²H(u′,v′) − D²H(v′,u′) with u′ = (u_q,u_y) and v′ = (v_q,v_y). It vanishes because second derivatives of a C² function commute.

For B, let S exchange the copies: S(q,p,x,y) = (x,y,q,p). Then B = S∘A∘S. S only interchanges the two halves of Ω, so it preserves Ω, and so does B.

For C, write r = q − x and ρ = p − y. The form splits as

dq∧dp + dx∧dy = ½ d(q+x)∧d(p+y) + ½ dr∧dρ.

The first term is untouched. With r′ = r cos θ + ρ sin θ and ρ′ = −r sin θ + ρ cos θ, the dr∧dr and dρ∧dρ terms are each zero by antisymmetry, leaving

dr′∧dρ′ = (cos²θ + sin²θ) dr∧dρ = dr∧dρ.

Finally, if Φ and Ψ have Jacobians J and K that preserve Ω, the chain rule gives Φ∘Ψ the Jacobian JK, and Ω(JKu, JKv) = Ω(Ku, Kv) = Ω(u,v). Four such compositions give the full step.

## A kick with H = q²p²/2, and the wrong momentum

Take n = 1, h = 0.1 and the point (q,p,x,y) = (1,2,1,2). Here H_q(q,y) = qy² = 4 and H_y(q,y) = q²y = 2, so A gives (1, 1.6, 1.2, 2). The second derivatives are H_qq = 4, H_qy = 4 and H_yy = 1.

For u = (1,0,0,0) and v = (0,0,0,1), Ω(u,v) = 0. The Jacobian gives Ju = (1, −0.4, 0.4, 0) and Jv = (0, −0.4, 0.1, 1), hence

Ω(Ju,Jv) = −0.4 + 0.4 = 0.

The momentum update contributes −0.4 and the update of x restores it.

A likely mistake is to evaluate the force at (q,p) instead of (q,y). At this point p = y, so the output is still (1, 1.6, 1.2, 2) and looks right. The Jacobian shows the error: w = (0,1,0,0) is now sent to (0, 0.6, 0, 0), and Ω(u,w) = 1 becomes 0.6.

## The Lean source

```lean
import Mathlib

open Matrix

namespace TaoExtendedPhaseSpace

noncomputable section

/-- Positions, or momenta, of a system with `n` degrees of freedom. -/
abbrev Config (n : ℕ) := Fin n → ℝ

/-- Extended phase space: points `(q, p, x, y)`, two copies of the ordinary phase space. -/
abbrev Phase (n : ℕ) := Config n × Config n × Config n × Config n

variable {n : ℕ}

/-- The position components of a covector on phase space; applied to the differential of `H`
they are the partial derivatives of `H` with respect to the positions. -/
def posPart : (Config n × Config n →L[ℝ] ℝ) →L[ℝ] Config n :=
  ContinuousLinearMap.pi fun i =>
    ContinuousLinearMap.apply ℝ ℝ ((Pi.single i 1, 0) : Config n × Config n)

/-- The momentum components of a covector on phase space; applied to the differential of `H`
they are the partial derivatives of `H` with respect to the momenta. -/
def momPart : (Config n × Config n →L[ℝ] ℝ) →L[ℝ] Config n :=
  ContinuousLinearMap.pi fun i =>
    ContinuousLinearMap.apply ℝ ℝ ((0, Pi.single i 1) : Config n × Config n)

/-- The two-form `dq ∧ dp + dx ∧ dy` evaluated on two displacements. -/
def omega (u v : Phase n) : ℝ :=
  u.1 ⬝ᵥ v.2.1 - u.2.1 ⬝ᵥ v.1 + u.2.2.1 ⬝ᵥ v.2.2.2 - u.2.2.2 ⬝ᵥ v.2.2.1

/-- A map is symplectic if at every point it has a Jacobian, and this Jacobian preserves
`dq ∧ dp + dx ∧ dy`. -/
def IsSymplectic (Φ : Phase n → Phase n) : Prop :=
  ∀ z, ∃ J : Phase n →L[ℝ] Phase n,
    HasFDerivAt Φ J z ∧ ∀ u v, omega (J u) (J v) = omega u v

/-- Tao's first map: `(q, p, x, y) ↦ (q, p - h H_q(q,y), x + h H_y(q,y), y)`. -/
def stepA (H : Config n × Config n → ℝ) (h : ℝ) (z : Phase n) : Phase n :=
  (z.1, z.2.1 - h • posPart (fderiv ℝ H (z.1, z.2.2.2)),
    z.2.2.1 + h • momPart (fderiv ℝ H (z.1, z.2.2.2)), z.2.2.2)

/-- Tao's second map: `(q, p, x, y) ↦ (q + h H_p(x,p), p, x, y - h H_x(x,p))`. -/
def stepB (H : Config n × Config n → ℝ) (h : ℝ) (z : Phase n) : Phase n :=
  (z.1 + h • momPart (fderiv ℝ H (z.2.2.1, z.2.1)), z.2.1,
    z.2.2.1, z.2.2.2 - h • posPart (fderiv ℝ H (z.2.2.1, z.2.1)))

/-- The coupling map: it keeps `q + x` and `p + y` and rotates `(q - x, p - y)` clockwise by the
angle `θ`. -/
def couple (θ : ℝ) (z : Phase n) : Phase n :=
  ((1 / 2 : ℝ) • (z.1 + z.2.2.1 + Real.cos θ • (z.1 - z.2.2.1)
      + Real.sin θ • (z.2.1 - z.2.2.2)),
   (1 / 2 : ℝ) • (z.2.1 + z.2.2.2 - Real.sin θ • (z.1 - z.2.2.1)
      + Real.cos θ • (z.2.1 - z.2.2.2)),
   (1 / 2 : ℝ) • (z.1 + z.2.2.1 - Real.cos θ • (z.1 - z.2.2.1)
      - Real.sin θ • (z.2.1 - z.2.2.2)),
   (1 / 2 : ℝ) • (z.2.1 + z.2.2.2 + Real.sin θ • (z.1 - z.2.2.1)
      - Real.cos θ • (z.2.1 - z.2.2.2)))

/-- One full step of Tao's second-order integrator with coupling strength `ω`. -/
def taoStep (H : Config n × Config n → ℝ) (ω h : ℝ) : Phase n → Phase n :=
  stepA H (h / 2) ∘ stepB H (h / 2) ∘ couple (2 * ω * h) ∘ stepB H (h / 2) ∘ stepA H (h / 2)

/-- A covector applied to a displacement `(a, b)` is the sum of its components times those
of the displacement. -/
theorem covector_apply (L : Config n × Config n →L[ℝ] ℝ) (a b : Config n) :
    a ⬝ᵥ posPart L + b ⬝ᵥ momPart L = L (a, b) := by
  have key : ∀ (c : Config n) (M : Config n →L[ℝ] ℝ),
      M c = c ⬝ᵥ fun i => M (Pi.single i 1) := by
    intro c M
    have hc : c = ∑ i, c i • (Pi.single i (1 : ℝ) : Config n) := by
      ext j
      simp [Finset.sum_apply, Pi.single_apply]
    conv_lhs => rw [hc]
    simp only [map_sum, map_smul, smul_eq_mul, dotProduct]
  have h1 : L (a, 0) = a ⬝ᵥ posPart L :=
    key a (L.comp (ContinuousLinearMap.inl ℝ (Config n) (Config n)))
  have h2 : L (0, b) = b ⬝ᵥ momPart L :=
    key b (L.comp (ContinuousLinearMap.inr ℝ (Config n) (Config n)))
  rw [← h1, ← h2, ← map_add]
  simp

/-- If `H` is differentiable at `(q, y)`, then as a function of the time `t` the first map solves
Hamilton's equations on extended phase space for the Hamiltonian `H(q, y)`. -/
theorem stepA_hamilton (H : Config n × Config n → ℝ) (z : Phase n) (t : ℝ) :
    HasDerivAt (fun s => stepA H s z)
      (0, -posPart (fderiv ℝ H ((stepA H t z).1, (stepA H t z).2.2.2)),
        momPart (fderiv ℝ H ((stepA H t z).1, (stepA H t z).2.2.2)), 0) t := by
  -- q and y do not move, so the forces are constant along the motion
  have hp (g : Config n) : HasDerivAt (fun s : ℝ => z.2.1 - s • g) (-g) t :=
    (((hasDerivAt_id t).smul_const g).const_sub z.2.1).congr_deriv (by simp)
  have hx (g : Config n) : HasDerivAt (fun s : ℝ => z.2.2.1 + s • g) g t :=
    (((hasDerivAt_id t).smul_const g).const_add z.2.2.1).congr_deriv (by simp)
  exact (hasDerivAt_const t z.1).prodMk
    ((hp _).prodMk ((hx _).prodMk (hasDerivAt_const t z.2.2.2)))

/-- For every twice continuously differentiable `H` and every real `h`, Tao's first map
preserves `dq ∧ dp + dx ∧ dy` at every point. -/
theorem stepA_symplectic {H : Config n × Config n → ℝ} (hH : ContDiff ℝ 2 H) (h : ℝ) :
    IsSymplectic (stepA H h) := by
  intro z
  let Q := ContinuousLinearMap.fst ℝ (Config n) (Config n × Config n × Config n)
  let R := ContinuousLinearMap.snd ℝ (Config n) (Config n × Config n × Config n)
  let P := (ContinuousLinearMap.fst ℝ (Config n) (Config n × Config n)).comp R
  let S := (ContinuousLinearMap.snd ℝ (Config n) (Config n × Config n)).comp R
  let X := (ContinuousLinearMap.fst ℝ (Config n) (Config n)).comp S
  let Y := (ContinuousLinearMap.snd ℝ (Config n) (Config n)).comp S
  have hF : HasFDerivAt (fderiv ℝ H) (fderiv ℝ (fderiv ℝ H) (z.1, z.2.2.2))
      (z.1, z.2.2.2) :=
    ((hH.fderiv_right (m := 1) (by norm_num)).differentiable (by norm_num) _).hasFDerivAt
  -- the Hessian of H is symmetric
  have hs := second_derivative_symmetric
    (fun w => (hH.differentiable (by norm_num) w).hasFDerivAt) hF
  generalize fderiv ℝ (fderiv ℝ H) (z.1, z.2.2.2) = D at hF hs
  have hD := HasFDerivAt.comp (g := fderiv ℝ H)
    (f := fun w : Phase n => (w.1, w.2.2.2)) z hF (Q.prod Y).hasFDerivAt
  have hq := (posPart (n := n)).hasFDerivAt.comp z hD
  have hy := (momPart (n := n)).hasFDerivAt.comp z hD
  refine ⟨_, Q.hasFDerivAt.prodMk ((P.hasFDerivAt.sub (hq.const_smul h)).prodMk
    ((X.hasFDerivAt.add (hy.const_smul h)).prodMk Y.hasFDerivAt)), fun u v => ?_⟩
  change omega
    (u.1, u.2.1 - h • posPart (D (u.1, u.2.2.2)),
      u.2.2.1 + h • momPart (D (u.1, u.2.2.2)), u.2.2.2)
    (v.1, v.2.1 - h • posPart (D (v.1, v.2.2.2)),
      v.2.2.1 + h • momPart (D (v.1, v.2.2.2)), v.2.2.2) = omega u v
  have e1 := covector_apply (D (u.1, u.2.2.2)) v.1 v.2.2.2
  have e2 := covector_apply (D (v.1, v.2.2.2)) u.1 u.2.2.2
  have c1 := dotProduct_comm (posPart (D (u.1, u.2.2.2))) v.1
  have c2 := dotProduct_comm (momPart (D (u.1, u.2.2.2))) v.2.2.2
  simp only [omega, dotProduct_sub, sub_dotProduct, dotProduct_add, add_dotProduct,
    dotProduct_smul, smul_dotProduct, smul_eq_mul]
  -- the change of the form is h times D(u′,v′) - D(v′,u′), which is zero by `hs`
  linear_combination h * c1 + h * c2 + h * e1 - h * e2
    + h * hs (u.1, u.2.2.2) (v.1, v.2.2.2)

/-- Two symplectic maps carried out one after the other give a symplectic map. -/
theorem IsSymplectic.comp {Φ Ψ : Phase n → Phase n} (hΦ : IsSymplectic Φ)
    (hΨ : IsSymplectic Ψ) : IsSymplectic (Φ ∘ Ψ) := by
  intro z
  obtain ⟨K, hK, hK'⟩ := hΨ z
  obtain ⟨J, hJ, hJ'⟩ := hΦ (Ψ z)
  exact ⟨J.comp K, hJ.comp z hK, fun u v => (hJ' (K u) (K v)).trans (hK' u v)⟩

/-- A linear map that preserves `dq ∧ dp + dx ∧ dy` is symplectic. -/
theorem linear_symplectic (L : Phase n →ₗ[ℝ] Phase n)
    (hL : ∀ u v, omega (L u) (L v) = omega u v) : IsSymplectic (fun z => L z) :=
  fun _ => ⟨LinearMap.toContinuousLinearMap L,
    (LinearMap.toContinuousLinearMap L).hasFDerivAt, hL⟩

/-- For every twice continuously differentiable `H` and every real `h`, Tao's second map is
symplectic. -/
theorem stepB_symplectic {H : Config n × Config n → ℝ} (hH : ContDiff ℝ 2 H) (h : ℝ) :
    IsSymplectic (stepB H h) := by
  -- exchange the two copies, apply the first map, exchange back
  have hswap : IsSymplectic (fun z : Phase n => (z.2.2.1, z.2.2.2, z.1, z.2.1)) :=
    linear_symplectic
      { toFun := fun z => (z.2.2.1, z.2.2.2, z.1, z.2.1)
        map_add' := fun _ _ => rfl
        map_smul' := fun _ _ => rfl }
      (fun u v => by
        simp only [omega, LinearMap.coe_mk, AddHom.coe_mk]
        ring)
  exact hswap.comp ((stepA_symplectic hH h).comp hswap)

/-- The coupling map is symplectic for every angle. -/
theorem couple_symplectic (θ : ℝ) : IsSymplectic (couple (n := n) θ) := by
  refine linear_symplectic
    { toFun := couple θ
      map_add' := fun u v => ?_
      map_smul' := fun c u => ?_ } (fun u v => ?_)
  · simp only [couple, Prod.fst_add, Prod.snd_add, Prod.mk_add_mk, Prod.mk.injEq]
    refine ⟨?_, ?_, ?_, ?_⟩ <;> module
  · simp only [couple, Prod.smul_fst, Prod.smul_snd, Prod.smul_mk, RingHom.id_apply,
      Prod.mk.injEq]
    refine ⟨?_, ?_, ?_, ?_⟩ <;> module
  · change omega (couple θ u) (couple θ v) = omega u v
    simp only [omega, couple, dotProduct_sub, sub_dotProduct, dotProduct_add,
      add_dotProduct, dotProduct_smul, smul_dotProduct, smul_eq_mul]
    -- only the relative coordinates rotate
    linear_combination ((u.1 ⬝ᵥ v.2.1 - u.1 ⬝ᵥ v.2.2.2 - u.2.2.1 ⬝ᵥ v.2.1
      + u.2.2.1 ⬝ᵥ v.2.2.2) - (u.2.1 ⬝ᵥ v.1 - u.2.1 ⬝ᵥ v.2.2.1 - u.2.2.2 ⬝ᵥ v.1
      + u.2.2.2 ⬝ᵥ v.2.2.1)) / 2 * Real.sin_sq_add_cos_sq θ

/-- For every twice continuously differentiable `H`, the full step of Tao's integrator is
symplectic on extended phase space, for every coupling strength and step size. -/
theorem taoStep_symplectic {H : Config n × Config n → ℝ} (hH : ContDiff ℝ 2 H) (ω h : ℝ) :
    IsSymplectic (taoStep H ω h) :=
  (stepA_symplectic hH _).comp ((stepB_symplectic hH _).comp
    ((couple_symplectic _).comp ((stepB_symplectic hH _).comp (stepA_symplectic hH _))))

end

end TaoExtendedPhaseSpace
```

```lean
#print axioms TaoExtendedPhaseSpace.stepA_hamilton
-- 'TaoExtendedPhaseSpace.stepA_hamilton' depends on axioms: [propext, Classical.choice, Quot.sound]
#print axioms TaoExtendedPhaseSpace.taoStep_symplectic
-- 'TaoExtendedPhaseSpace.taoStep_symplectic' depends on axioms: [propext, Classical.choice, Quot.sound]
```

## How the Lean terms match the algebra

`Config n` is ℝⁿ, and `Phase n` is a nested product, so `z.1`, `z.2.1`, `z.2.2.1` and `z.2.2.2` are q, p, x and y. The two-form Ω is `omega`, whereas the Lean letter `ω` is the coupling strength. The maps A, B and C are `stepA`, `stepB` and `couple`, and `taoStep` is the full step.

`fderiv ℝ H` is the differential of H. `posPart` and `momPart` extract its position and momentum components; `posPart` has nothing to do with the positive part of a number. The hypothesis `ContDiff ℝ 2 H` says that H is C² on the whole space. `IsSymplectic` demands an actual derivative at every point, through `HasFDerivAt`, as well as preservation of `omega`.

`covector_apply` expands a displacement in the standard basis, which turns the dot products with gradient components into the differential itself. `stepA_hamilton` proves the equations of motion for A; the symplecticity proofs don't use it.

In `stepA_symplectic`, `hF` differentiates the gradient, and `hs` is the symmetry of the Hessian, called `D`. The `refine` step assembles the Jacobian from those of the four components, and `change` displays it as Ju above. The facts `e1` and `e2` identify the dot products with Hessian values, `c1` and `c2` reorder factors, and `linear_combination` adds these up with `hs` to cancel the bracket.

`IsSymplectic.comp` is the chain-rule argument. `linear_symplectic` handles linear maps, which are their own derivatives. `stepB_symplectic` applies it to the exchange S and conjugates A. `couple_symplectic` checks linearity with `module`, then multiplies sin²θ + cos²θ = 1 by half the two-form of the relative coordinates. `taoStep_symplectic` composes the five maps.

## Symplectic on the doubled space, not on (q,p) alone

The theorems guarantee the invariant for the whole vector (q,p,x,y), for any finite n and any fixed h and ω. They make no such statement about the pair (q,p) that a code reports, and the map obtained by starting with equal copies and then discarding (x,y) is in general not symplectic.

Reading (q,p) as an approximate physical trajectory normally also assumes that the two copies remain close together. That depends on ω, h and the system, and none of the hypotheses supplies it. Nor do the theorems give an order of accuracy or a bound on the energy error.

Three conditions deserve a check against a real code:

- H must be C² on all of ℝ²ⁿ. Coulomb and Lennard-Jones energies are singular where particles meet, and the kinetic energy in internal coordinates can be singular too, as the polar-coordinate term p_φ²/(2mr²) is at r = 0. A cutoff at which the force jumps, or is continuous but has a kink, also violates the hypothesis.
- The step size is a constant. If h is chosen from the current state, the Jacobian gains terms that the derivation doesn't contain.
- The variables are real numbers, whereas a code rounds them, so computed Jacobians satisfy the identity only approximately.
